# Concavity of the Fermi-Dirac free energy for linearly shifted levels at fixed electron number

A second-order calculation for a smeared metal at fixed electron number needs a Fermi-level term whenever the perturbation shifts the Fermi level to first order. For finitely many non-interacting levels that move linearly, this term turns the curvature of the free energy into minus an unnormalised weighted variance.

## Curvature from number conservation

Let \(M\ge1\) levels have energies \(\varepsilon_i(t)=e_i+tv_i\), and let \(T>0\) be the temperature or smearing width in energy units. With chemical potential \(\mu(t)\), set \(x_i=\varepsilon_i-\mu\) and

\[
f_i=\frac1{e^{x_i/T}+1},\qquad \sum_i f_i=N,\qquad w_i=\frac{f_i(1-f_i)}T>0.
\]

The free energy is

\[
F=\sum_i\varepsilon_i f_i+T\sum_i\left[f_i\ln f_i+(1-f_i)\ln(1-f_i)\right].
\]

The claim is that, at every \(t\),

\[
F''=-\sum_iw_iv_i^2+\frac{(\sum_iw_iv_i)^2}{\sum_iw_i}\le0,
\]

with equality exactly when all \(v_i\) coincide.

Since \(1-f_i=e^{x_i/T}f_i\), differentiation gives \(df_i/dx_i=-w_i\). At fixed \(t\), the total occupation rises continuously and strictly from 0 to \(M\) as \(\mu\) increases, so each \(0<N<M\) fixes one \(\mu(t)\).

Let \(|v_i|\le V\). If \(\mu(a)-\mu(b)>V|a-b|\), every \(x_i\) would be lower at \(a\) than at \(b\), and the total occupation would be larger. Hence \(|\mu(t)-\mu(s)|\le V|t-s|\), and \(\mu\) is continuous.

Let \(d_i(t)\) be the difference quotient of the Fermi function between \(x_i(s)\) and \(x_i(t)\), or its derivative if they coincide. Summing the occupation changes gives

\[
0=\sum_i d_i(t)\left[(t-s)v_i-(\mu(t)-\mu(s))\right].
\]

Divide by \(t-s\) and let \(t\to s\). Since \(d_i\to-w_i\),

\[
\mu'=m:=\frac{\sum_iw_iv_i}{\sum_iw_i},\qquad f_i'=-w_i(v_i-m).
\]

The entropy derivative uses \(T\ln[(1-f_i)/f_i]=x_i\), so

\[
F'=\sum_if_iv_i+\sum_i(\varepsilon_i-x_i)f_i'
=\sum_if_iv_i+\mu\sum_if_i'=\sum_if_iv_i.
\]

Differentiating again,

\[
F''=-\sum_iw_iv_i(v_i-m)=-\sum_iw_i(v_i-m)^2,
\]

because \(\sum_iw_i(v_i-m)=0\). Expanding the first form gives the claim. Positive weights give the sign and force \(v_i=m\) at equality; conversely, equal \(v_i\) all equal \(m\). Thus \(F'\) is nonincreasing and \(F\) is concave.

## The levels and their free energy in Lean

The type `ι` labels the levels, each holding at most one electron.

```lean
import Mathlib

open Filter Topology

namespace SmearedMetal

noncomputable section

variable {ι : Type*} {T N : ℝ}

/-- Fermi-Dirac occupation of a level at energy `x` above the chemical potential,
for temperature `T > 0` in energy units. -/
def fermi (T x : ℝ) : ℝ := 1 / (Real.exp (x / T) + 1)
```

The next two definitions are \(f_i(t)\) and \(w_i(t)\).

```lean
/-- Occupation `f_i(t)` of the level `e_i + t v_i` at chemical potential `μ(t)`, for `T > 0`. -/
def occ (T : ℝ) (e v : ι → ℝ) (μ : ℝ → ℝ) (t : ℝ) (i : ι) : ℝ :=
  fermi T (e i + t * v i - μ t)

/-- Thermal weight `w_i = f_i (1 - f_i) / T` of a level, for `T > 0`. -/
def weight (T : ℝ) (e v : ι → ℝ) (μ : ℝ → ℝ) (t : ℝ) (i : ι) : ℝ :=
  occ T e v μ t i * (1 - occ T e v μ t i) / T
```

The bounds on the Fermi function make the weights positive; its monotonicity and slope are used later.

```lean
/-- For `T > 0` the Fermi function decreases strictly with energy and lies strictly
between 0 and 1. -/
theorem fermi_basic (hT : 0 < T) :
    StrictAnti (fermi T) ∧ ∀ x, 0 < fermi T x ∧ fermi T x < 1 := by
  refine ⟨fun a b h => ?_, fun x => ⟨?_, ?_⟩⟩
  · have h1 : Real.exp (a / T) < Real.exp (b / T) :=
      Real.exp_lt_exp.2 (div_lt_div_of_pos_right h hT)
    exact one_div_lt_one_div_of_lt (by positivity) (by linarith)
  · unfold fermi
    positivity
  · rw [fermi, div_lt_one (by positivity)]
    linarith [Real.exp_pos (x / T)]

/-- For `T > 0` the Fermi function has slope `-f (1 - f) / T`. -/
theorem hasDerivAt_fermi (hT : 0 < T) (x : ℝ) :
    HasDerivAt (fermi T) (-(fermi T x * (1 - fermi T x) / T)) x := by
  have h : HasDerivAt (fun y => Real.exp (y / T) + 1) (Real.exp (x / T) * (1 / T)) x :=
    (((hasDerivAt_id' x).div_const T).exp).add_const 1
  have hp : Real.exp (x / T) + 1 ≠ 0 := by positivity
  have hT' := hT.ne'
  refine ((hasDerivAt_const x (1 : ℝ)).fun_div h hp).congr_deriv ?_
  unfold fermi
  generalize Real.exp (x / T) = y at hp ⊢
  field_simp
  ring

/-- For `T > 0` every level has a positive thermal weight. -/
theorem weight_pos (hT : 0 < T) (e v : ι → ℝ) (μ : ℝ → ℝ) (t : ℝ) (i : ι) :
    0 < weight T e v μ t i := by
  have h := (fermi_basic hT).2 (e i + t * v i - μ t)
  exact div_pos (mul_pos h.1 (sub_pos.2 h.2)) hT
```

`IsChemicalPotential` expresses number conservation at every \(t\); `meanShift` is \(m\).

```lean
variable [Fintype ι] {e v : ι → ℝ} {μ : ℝ → ℝ}

/-- The function `μ(t)` keeps the total occupation equal to `N` for every `t`. -/
def IsChemicalPotential (T N : ℝ) (e v : ι → ℝ) (μ : ℝ → ℝ) : Prop :=
  ∀ t, ∑ i, occ T e v μ t i = N

/-- Mean of `v` with the thermal weights, for `T > 0` and at least one level. -/
def meanShift (T : ℝ) (e v : ι → ℝ) (μ : ℝ → ℝ) (t : ℝ) : ℝ :=
  (∑ i, weight T e v μ t i * v i) / ∑ i, weight T e v μ t i
```

`Real.binEntropy` uses natural logarithms, with \(k_B=1\).

```lean
/-- Free energy `F = E - T S`: band energy minus `T` times the entropy of independently
occupied levels (`k_B = 1`), for `T > 0`. -/
def freeEnergy (T : ℝ) (e v : ι → ℝ) (μ : ℝ → ℝ) (t : ℝ) : ℝ :=
  ∑ i, (e i + t * v i) * occ T e v μ t i - T * ∑ i, Real.binEntropy (occ T e v μ t i)
```

## A differentiable chemical potential

The limits `hlo` and `hhi` bracket \(N\); continuity gives existence and `hlt` gives uniqueness.

```lean
/-- For `T > 0` and `N` strictly between 0 and the number of levels, exactly one
chemical potential `μ(t)` keeps the electron number at `N`. -/
theorem existsUnique_chemicalPotential (hT : 0 < T) (h0 : 0 < N)
    (h1 : N < Fintype.card ι) (e v : ι → ℝ) :
    ∃! μ : ℝ → ℝ, IsChemicalPotential T N e v μ := by
  have hne : Nonempty ι := Fintype.card_pos_iff.1 (by exact_mod_cast h0.trans h1)
  have hcont : Continuous (fermi T) :=
    continuous_iff_continuousAt.2 fun x => (hasDerivAt_fermi hT x).continuousAt
  -- deep levels are full, high levels are empty
  have hbot : Tendsto (fermi T) atBot (𝓝 1) := by
    have h : Tendsto (fun x => Real.exp (x / T) + 1) atBot (𝓝 (0 + 1)) :=
      (Real.tendsto_exp_atBot.comp (tendsto_id.atBot_div_const hT)).add_const 1
    have h2 := (tendsto_const_nhds (x := (1 : ℝ))).div h (by norm_num)
    rw [show (1 : ℝ) / (0 + 1) = 1 by norm_num] at h2
    exact h2
  have htop : Tendsto (fermi T) atTop (𝓝 0) := by
    have h : Tendsto (fun x => Real.exp (x / T) + 1) atTop atTop :=
      tendsto_atTop_add_const_right _ 1
        (Real.tendsto_exp_atTop.comp (tendsto_id.atTop_div_const hT))
    exact (tendsto_const_nhds (x := (1 : ℝ))).div_atTop h
  have hex : ∀ t, ∃ m, ∑ i, fermi T (e i + t * v i - m) = N := by
    intro t
    have hc : Continuous fun m => ∑ i, fermi T (e i + t * v i - m) :=
      continuous_finsetSum _ fun i _ => hcont.comp (continuous_const.sub continuous_id)
    have hhi : Tendsto (fun m => ∑ i, fermi T (e i + t * v i - m)) atTop
        (𝓝 (∑ _i : ι, (1 : ℝ))) := tendsto_finsetSum _ fun i _ => hbot.comp
      ((tendsto_atBot_add_const_left atTop (e i + t * v i) tendsto_neg_atTop_atBot).congr
        fun m => (sub_eq_add_neg (e i + t * v i) m).symm)
    have hlo : Tendsto (fun m => ∑ i, fermi T (e i + t * v i - m)) atBot
        (𝓝 (∑ _i : ι, (0 : ℝ))) := tendsto_finsetSum _ fun i _ => htop.comp
      ((tendsto_atTop_add_const_left atBot (e i + t * v i) tendsto_neg_atBot_atTop).congr
        fun m => (sub_eq_add_neg (e i + t * v i) m).symm)
    obtain ⟨a, ha⟩ := (hlo.eventually_lt_const
      (show (∑ _i : ι, (0 : ℝ)) < N by simpa using h0)).exists
    obtain ⟨b, hb⟩ := (hhi.eventually_const_lt
      (show N < ∑ _i : ι, (1 : ℝ) by simpa using h1)).exists
    exact mem_range_of_exists_le_of_exists_ge hc ⟨a, ha.le⟩ ⟨b, hb.le⟩
  choose m hm using hex
  refine ⟨m, hm, fun m' hm' => funext fun t => ?_⟩
  have hlt : ∀ a b, a < b →
      ∑ i, fermi T (e i + t * v i - a) < ∑ i, fermi T (e i + t * v i - b) := fun a b h =>
    Finset.sum_lt_sum_of_nonempty Finset.univ_nonempty fun i _ =>
      (fermi_basic hT).1 (by linarith)
  rcases lt_trichotomy (m' t) (m t) with h | h | h
  · exact absurd ((hm' t).trans (hm t).symm) (hlt _ _ h).ne
  · exact h
  · exact absurd ((hm t).trans (hm' t).symm) (hlt _ _ h).ne
```

The Lipschitz bound follows by contradiction, as above.

```lean
variable [Nonempty ι]

/-- For at least one level, at `T > 0` and fixed electron number, the chemical potential moves no
faster than a bound `V` on the level velocities `|v_i|`. -/
theorem chemicalPotential_lipschitz (hT : 0 < T) (hμ : IsChemicalPotential T N e v μ)
    {V : ℝ} (hV : ∀ i, |v i| ≤ V) (t s : ℝ) : |μ t - μ s| ≤ V * |t - s| := by
  have key : ∀ a b, μ a - μ b ≤ V * |a - b| := by
    intro a b
    by_contra! h
    -- otherwise every occupation would grow
    have hx : ∀ i, e i + a * v i - μ a < e i + b * v i - μ b := by
      intro i
      have h1 : (a - b) * v i ≤ V * |a - b| := by
        calc (a - b) * v i ≤ |(a - b) * v i| := le_abs_self _
          _ = |v i| * |a - b| := by rw [abs_mul, mul_comm]
          _ ≤ V * |a - b| := mul_le_mul_of_nonneg_right (hV i) (abs_nonneg _)
      linarith
    have hlt : ∑ i, occ T e v μ b i < ∑ i, occ T e v μ a i :=
      Finset.sum_lt_sum_of_nonempty Finset.univ_nonempty fun i _ => (fermi_basic hT).1 (hx i)
    rw [hμ a, hμ b] at hlt
    exact lt_irrefl _ hlt
  exact abs_sub_le_iff.2 ⟨key t s, by rw [abs_sub_comm]; exact key s t⟩
```

Mathlib's `dslope` is the \(d_i\) of the derivation. For a level that moves exactly with \(\mu\) its two arguments coincide, and both sides of the product identity `hdiff` are zero. At coinciding arguments `dslope` equals the derivative, which makes it continuous there and supplies the limit \(-w_i\). The summed constraint is `hsum`.

```lean
/-- For at least one level, at `T > 0` and fixed electron number, the chemical potential is
differentiable and its derivative is the weighted mean of the `v_i`. -/
theorem hasDerivAt_chemicalPotential (hT : 0 < T) (hμ : IsChemicalPotential T N e v μ)
    (s : ℝ) : HasDerivAt μ (meanShift T e v μ s) s := by
  have hcont : ContinuousAt μ s := by
    have hV : ∀ i, |v i| ≤ ∑ j, |v j| := fun i =>
      Finset.single_le_sum (f := fun j => |v j|) (fun j _ => abs_nonneg _) (Finset.mem_univ i)
    have hc : Continuous fun t => (∑ j, |v j|) * |t - s| := by fun_prop
    have hlim : Tendsto (fun t => (∑ j, |v j|) * |t - s|) (𝓝 s) (𝓝 0) := by
      have h := hc.tendsto s
      rwa [sub_self, abs_zero, mul_zero] at h
    rw [ContinuousAt, tendsto_iff_norm_sub_tendsto_zero]
    exact squeeze_zero (fun _ => norm_nonneg _)
      (fun t => chemicalPotential_lipschitz hT hμ hV t s) hlim
  -- difference quotients of the occupations
  obtain ⟨d, hd, hdiff⟩ : ∃ d : ι → ℝ → ℝ,
      (∀ i, Tendsto (d i) (𝓝 s) (𝓝 (-weight T e v μ s i))) ∧
      ∀ i t, ((t - s) * v i - (μ t - μ s)) * d i t = occ T e v μ t i - occ T e v μ s i := by
    refine ⟨fun i t => dslope (fermi T) (e i + s * v i - μ s) (e i + t * v i - μ t),
      fun i => ?_, fun i t => ?_⟩
    · have hg := hasDerivAt_fermi hT (e i + s * v i - μ s)
      have h1 := continuousAt_dslope_same.2 hg.differentiableAt
      have h2 : ContinuousAt (fun t => e i + t * v i - μ t) s :=
        (by fun_prop : ContinuousAt (fun t => e i + t * v i) s).sub hcont
      have h3 := h1.tendsto.comp h2.tendsto
      rw [dslope_same, hg.deriv] at h3
      exact h3
    · have h := sub_smul_dslope (fermi T) (e i + s * v i - μ s) (e i + t * v i - μ t)
      rw [smul_eq_mul] at h
      show ((t - s) * v i - (μ t - μ s)) *
        dslope (fermi T) (e i + s * v i - μ s) (e i + t * v i - μ t) =
        fermi T (e i + t * v i - μ t) - fermi T (e i + s * v i - μ s)
      linear_combination h
  have hW : ∑ i, -weight T e v μ s i ≠ 0 := by
    rw [Finset.sum_neg_distrib]
    exact neg_ne_zero.2
      (Finset.sum_pos (fun i _ => weight_pos hT e v μ s i) Finset.univ_nonempty).ne'
  have hden : Tendsto (fun t => ∑ i, d i t) (𝓝 s) (𝓝 (∑ i, -weight T e v μ s i)) :=
    tendsto_finsetSum _ fun i _ => hd i
  have hnum : Tendsto (fun t => ∑ i, d i t * v i) (𝓝 s)
      (𝓝 (∑ i, -weight T e v μ s i * v i)) :=
    tendsto_finsetSum _ fun i _ => (hd i).mul_const (v i)
  have hval : meanShift T e v μ s =
      (∑ i, -weight T e v μ s i * v i) / ∑ i, -weight T e v μ s i := by
    simp only [meanShift, neg_mul, Finset.sum_neg_distrib, neg_div_neg_eq]
  rw [hasDerivAt_iff_tendsto_slope, hval]
  refine ((hnum.div hden hW).mono_left nhdsWithin_le_nhds).congr' ?_
  filter_upwards [self_mem_nhdsWithin,
    (hden.eventually_ne hW).filter_mono nhdsWithin_le_nhds] with t ht hne
  have hts : t - s ≠ 0 := sub_ne_zero.2 ht
  -- number conservation fixes the slope of μ
  have hsum : (t - s) * ∑ i, d i t * v i - (μ t - μ s) * ∑ i, d i t = 0 := by
    calc _ = ∑ i, ((t - s) * v i - (μ t - μ s)) * d i t := by
          rw [Finset.mul_sum, Finset.mul_sum, ← Finset.sum_sub_distrib]
          exact Finset.sum_congr rfl fun i _ => by ring
      _ = 0 := by
          simp only [hdiff, Finset.sum_sub_distrib]
          rw [hμ t, hμ s, sub_self]
  show (∑ i, d i t * v i) / (∑ i, d i t) = slope μ s t
  rw [slope_def_field, div_eq_div_iff hne hts]
  linear_combination hsum
```

## From occupations to concavity

The chain rule gives \(f_i'\).

```lean
/-- At `T > 0` and fixed electron number, an occupation responds to the velocity of its level
relative to the weighted mean: `f_i' = -w_i (v_i - mean v)`. -/
theorem hasDerivAt_occ (hT : 0 < T) (hμ : IsChemicalPotential T N e v μ) (t : ℝ) (i : ι) :
    HasDerivAt (fun s => occ T e v μ s i)
      (-weight T e v μ t i * (v i - meanShift T e v μ t)) t := by
  have hx : HasDerivAt (fun s => e i + s * v i - μ s) (v i - meanShift T e v μ t) t := by
    simpa only [one_mul] using (((hasDerivAt_id' t).mul_const (v i)).const_add (e i)).fun_sub
      (hasDerivAt_chemicalPotential hT hμ t)
  exact (hasDerivAt_fermi hT (e i + t * v i - μ t)).comp t hx
```

Here `hlog` is the entropy identity and `hzero` is \(\sum_i f_i'=0\).

```lean
/-- At `T > 0` and fixed electron number, the first derivative of the free energy is
`∑ f_i v_i`. -/
theorem hasDerivAt_freeEnergy (hT : 0 < T) (hμ : IsChemicalPotential T N e v μ) (t : ℝ) :
    HasDerivAt (freeEnergy T e v μ) (∑ i, occ T e v μ t i * v i) t := by
  have hlog : ∀ x, T * (Real.log (1 - fermi T x) - Real.log (fermi T x)) = x := by
    intro x
    have h : 1 - fermi T x = Real.exp (x / T) * fermi T x := by
      have hp : Real.exp (x / T) + 1 ≠ 0 := by positivity
      rw [fermi]
      generalize Real.exp (x / T) = y at hp ⊢
      field_simp
      ring
    rw [h, Real.log_mul (Real.exp_ne_zero _) ((fermi_basic hT).2 x).1.ne', Real.log_exp,
      add_sub_cancel_right]
    have hT' := hT.ne'
    field_simp
  -- energy and entropy changes combine to μ times the change of occupation
  have hterm : ∀ i, HasDerivAt
      (fun s => (e i + s * v i) * occ T e v μ s i - T * Real.binEntropy (occ T e v μ s i))
      (occ T e v μ t i * v i +
        μ t * (-weight T e v μ t i * (v i - meanShift T e v μ t))) t := by
    intro i
    have h1 : HasDerivAt (fun s => e i + s * v i) (v i) t := by
      simpa only [one_mul] using ((hasDerivAt_id' t).mul_const (v i)).const_add (e i)
    have h2 := hasDerivAt_occ hT hμ t i
    have hf := (fermi_basic hT).2 (e i + t * v i - μ t)
    have hb : HasDerivAt Real.binEntropy
        (Real.log (1 - occ T e v μ t i) - Real.log (occ T e v μ t i)) (occ T e v μ t i) :=
      Real.hasDerivAt_binEntropy hf.1.ne' hf.2.ne
    have h3 : HasDerivAt (fun s => Real.binEntropy (occ T e v μ s i))
        ((Real.log (1 - occ T e v μ t i) - Real.log (occ T e v μ t i)) *
          (-weight T e v μ t i * (v i - meanShift T e v μ t))) t := by
      have hcomp := hb.comp t h2
      exact hcomp
    have hl : T * (Real.log (1 - occ T e v μ t i) - Real.log (occ T e v μ t i)) =
        e i + t * v i - μ t := hlog _
    refine ((h1.fun_mul h2).fun_sub (h3.const_mul T)).congr_deriv ?_
    linear_combination (-(-weight T e v μ t i * (v i - meanShift T e v μ t))) * hl
  have hzero : ∑ i, -weight T e v μ t i * (v i - meanShift T e v μ t) = 0 := by
    have hc := HasDerivAt.fun_sum (u := Finset.univ) fun i _ => hasDerivAt_occ hT hμ t i
    rw [show (fun s => ∑ i, occ T e v μ s i) = fun _ => N from funext hμ] at hc
    exact hc.unique (hasDerivAt_const t N)
  have hF : freeEnergy T e v μ = fun s => ∑ i,
      ((e i + s * v i) * occ T e v μ s i - T * Real.binEntropy (occ T e v μ s i)) := by
    funext s
    simp only [freeEnergy, Finset.sum_sub_distrib, Finset.mul_sum]
  rw [hF]
  refine (HasDerivAt.fun_sum (u := Finset.univ) fun i _ => hterm i).congr_deriv ?_
  rw [Finset.sum_add_distrib, ← Finset.mul_sum, hzero, mul_zero, add_zero]
```

The curvature theorem assumes \(T>0\), at least one level and a number-conserving \(\mu\), but no smoothness of \(\mu\). In its proof, `h2` obtains the variance and `hform` expands it.

Without number conservation the formula can fail even for constant \(\mu\). Take one level with \(e=0\), \(v=1\) and \(\mu(t)=0\). Then \(F'=f\), so \(F''(0)=-1/(4T)\), whereas the formula gives zero.

```lean
/-- At `T > 0` and fixed electron number, the second derivative of the free energy is
`-∑ w_i v_i² + (∑ w_i v_i)² / ∑ w_i`. It is never positive, and it vanishes exactly when
all `v_i` coincide. -/
theorem freeEnergy_curvature (hT : 0 < T) (hμ : IsChemicalPotential T N e v μ) (t : ℝ) :
    HasDerivAt (deriv (freeEnergy T e v μ))
      (-∑ i, weight T e v μ t i * v i ^ 2 +
        (∑ i, weight T e v μ t i * v i) ^ 2 / ∑ i, weight T e v μ t i) t ∧
    deriv (deriv (freeEnergy T e v μ)) t ≤ 0 ∧
    (deriv (deriv (freeEnergy T e v μ)) t = 0 ↔ ∀ i j, v i = v j) := by
  have hw := weight_pos hT e v μ t
  have hW : 0 < ∑ i, weight T e v μ t i :=
    Finset.sum_pos (fun i _ => hw i) Finset.univ_nonempty
  have hm : meanShift T e v μ t * ∑ i, weight T e v μ t i = ∑ i, weight T e v μ t i * v i :=
    div_mul_cancel₀ _ hW.ne'
  have hcent : ∑ i, weight T e v μ t i * (v i - meanShift T e v μ t) = 0 := by
    simp only [mul_sub, Finset.sum_sub_distrib, ← Finset.sum_mul]
    linear_combination -hm
  -- the curvature is minus a weighted variance
  have h2 : HasDerivAt (deriv (freeEnergy T e v μ))
      (-∑ i, weight T e v μ t i * (v i - meanShift T e v μ t) ^ 2) t := by
    rw [show deriv (freeEnergy T e v μ) = fun s => ∑ i, occ T e v μ s i * v i from
      funext fun s => (hasDerivAt_freeEnergy hT hμ s).deriv]
    refine (HasDerivAt.fun_sum (u := Finset.univ) fun i _ =>
      (hasDerivAt_occ hT hμ t i).mul_const (v i)).congr_deriv ?_
    rw [← sub_zero (-∑ i, weight T e v μ t i * (v i - meanShift T e v μ t) ^ 2),
      ← mul_zero (meanShift T e v μ t), ← hcent, Finset.mul_sum, ← Finset.sum_neg_distrib,
      ← Finset.sum_sub_distrib]
    exact Finset.sum_congr rfl fun i _ => by ring
  have hform : -∑ i, weight T e v μ t i * v i ^ 2 +
      (∑ i, weight T e v μ t i * v i) ^ 2 / ∑ i, weight T e v μ t i =
      -∑ i, weight T e v μ t i * (v i - meanShift T e v μ t) ^ 2 := by
    have h3 : ∑ i, weight T e v μ t i * (v i - meanShift T e v μ t) ^ 2 =
        ∑ i, weight T e v μ t i * v i ^ 2 -
          meanShift T e v μ t * ∑ i, weight T e v μ t i * v i -
          meanShift T e v μ t * ∑ i, weight T e v μ t i * (v i - meanShift T e v μ t) := by
      rw [Finset.mul_sum, Finset.mul_sum, ← Finset.sum_sub_distrib, ← Finset.sum_sub_distrib]
      exact Finset.sum_congr rfl fun i _ => by ring
    have h4 : (∑ i, weight T e v μ t i * v i) ^ 2 / ∑ i, weight T e v μ t i =
        meanShift T e v μ t * ∑ i, weight T e v μ t i * v i := by
      unfold meanShift
      ring
    rw [h3, h4, hcent]
    ring
  have hnn : ∀ i ∈ Finset.univ,
      0 ≤ weight T e v μ t i * (v i - meanShift T e v μ t) ^ 2 :=
    fun i _ => mul_nonneg (hw i).le (sq_nonneg _)
  refine ⟨by rw [hform]; exact h2, ?_, ?_⟩
  · rw [h2.deriv]
    exact neg_nonpos.2 (Finset.sum_nonneg hnn)
  · rw [h2.deriv, neg_eq_zero, Finset.sum_eq_zero_iff_of_nonneg hnn]
    constructor
    · intro h i j
      have hk : ∀ k, v k = meanShift T e v μ t := fun k =>
        sub_eq_zero.1 ((pow_eq_zero_iff two_ne_zero).1
          ((mul_eq_zero.1 (h k (Finset.mem_univ k))).resolve_left (hw k).ne'))
      exact (hk i).trans (hk j).symm
    · intro h i _
      have hi : meanShift T e v μ t = v i := by
        unfold meanShift
        rw [div_eq_iff hW.ne', Finset.mul_sum]
        exact Finset.sum_congr rfl fun j _ => by rw [h j i, mul_comm]
      rw [hi]
      ring
```

The sign of the second derivative makes `deriv (freeEnergy T e v μ)` antitone, which yields concavity on the whole line.

```lean
/-- At `T > 0` and fixed electron number, the free energy is a concave function of the
perturbation strength `t`. -/
theorem freeEnergy_concave (hT : 0 < T) (hμ : IsChemicalPotential T N e v μ) :
    ConcaveOn ℝ Set.univ (freeEnergy T e v μ) :=
  Antitone.concaveOn_univ_of_deriv
    (fun t => (hasDerivAt_freeEnergy hT hμ t).differentiableAt)
    (antitone_of_deriv_nonpos (fun t => (freeEnergy_curvature hT hμ t).1.differentiableAt)
      fun t => (freeEnergy_curvature hT hμ t).2.1)

end

end SmearedMetal
```

The model leaves out level curvature from interband mixing, self-consistent changes of the potential, and smearing functions other than Fermi-Dirac.

```lean
#print axioms SmearedMetal.existsUnique_chemicalPotential
#print axioms SmearedMetal.freeEnergy_concave
```

```
'SmearedMetal.existsUnique_chemicalPotential' depends on axioms: [propext, Classical.choice, Quot.sound]
'SmearedMetal.freeEnergy_concave' depends on axioms: [propext, Classical.choice, Quot.sound]
```
